# At fixed shape, the mean inverse distance from a donor in an ellipsoidal envelope scales as the inverse of its radius

The quantity `coulombIntegral a b` is the integral over x from 0 to 1 of 1/√(a²(1 − x²) + b²x²), where a and b are the transverse and longitudinal radii. For a single electron in the normalised exponential envelope proportional to exp(−√(ρ²/a² + z²/b²)), with a, b > 0 and the donor at the origin, it equals the mean inverse distance from the donor. The theorem says that for a > 0 and any real h, the integral with radii a and ha is the integral with radii 1 and h, divided by a; the physical case is h > 0. The attempt brings the division by a inside the integral, compares the integrands at each x, and takes the factor a² out of the square root.

The failing Lean file:

```lean
import Mathlib

open MeasureTheory

namespace CoulombIntegralScaling

noncomputable section

/-- Mean inverse distance from the donor for an ellipsoidal envelope with transverse radius `a`
and longitudinal radius `b`, as an integral over the polar cosine; the domain is `a, b > 0`. -/
def coulombIntegral (a b : ℝ) : ℝ :=
  ∫ x in (0 : ℝ)..1, 1 / √(a ^ 2 * (1 - x ^ 2) + b ^ 2 * x ^ 2)

/-- At fixed shape `h = b/a` the Coulomb integral falls off as the inverse of the radius
`a > 0`. -/
theorem coulombIntegral_scaling {a : ℝ} (h : ℝ) (ha : 0 < a) :
    coulombIntegral a (h * a) = coulombIntegral 1 h / a := by
  unfold coulombIntegral
  rw [← intervalIntegral.integral_div]
  refine intervalIntegral.integral_congr fun x _ => ?_
  dsimp only
  have hR : a ^ 2 * (1 - x ^ 2) + (h * a) ^ 2 * x ^ 2
      = a ^ 2 * (1 ^ 2 * (1 - x ^ 2) + h ^ 2 * x ^ 2) := by ring
  rw [hR, Real.sqrt_mul (sq_nonneg a), Real.sqrt_sq ha.le]
  generalize √(1 ^ 2 * (1 - x ^ 2) + h ^ 2 * x ^ 2) = s
  rw [div_div, mul_comm s a]

end

end CoulombIntegralScaling
```

Compiling this gives:

```
Main.lean:21:2: error: `dsimp` made no progress
```

The change, after which it compiles:

```diff
@@ -19,5 +19,4 @@
   rw [← intervalIntegral.integral_div]
   refine intervalIntegral.integral_congr fun x _ => ?_
-  dsimp only
   have hR : a ^ 2 * (1 - x ^ 2) + (h * a) ^ 2 * x ^ 2
       = a ^ 2 * (1 ^ 2 * (1 - x ^ 2) + h ^ 2 * x ^ 2) := by ring
```

The error is at `dsimp only`, the step after `intervalIntegral.integral_congr` has reduced the equality of integrals to an equality of integrands at a point `x`. With no lemmas listed, `dsimp only` can still do basic reductions, such as turning a function applied to `x`, `(fun x => …) x`, into its body. The message says that it found nothing to change: the goal was already in the form this call would leave it in. Lean treats a `dsimp` that makes no progress as an error, so the proof failed there, although nothing was wrong with the goal itself.

The diff's only change is to delete that line. The goal passes unchanged to the next steps, where `rw [hR, …]` finds the expression under the root and rewrites it, and the rest of the proof goes through as written.
